# Under homogeneous strain, the embedded-atom Cauchy discrepancy is proportional to the curvature of the embedding function

## Cubic metals and the Cauchy relation

Strain a crystal homogeneously and let its atoms interact through a pair potential alone. The second derivatives of the energy with respect to Lagrangian strain then satisfy the Cauchy relation $C_{1122}=C_{1212}$, which for a cubic crystal reads $C_{12}=C_{44}$. Cubic metals generally violate it. The embedded-atom method adds an energy that depends on the host density at each atom. How much violation does this term allow?

## Energy of one atom under strain

Let $R_i$ be the finitely many neighbour vectors of an atom, with components $R_{ia}$, and let $\eta$ be the Lagrangian strain. The squared bond lengths and the energy are

$$s_i=R_i^T(1+2\eta)R_i,\qquad W=F(\rho)+\tfrac12\sum_i\phi(s_i),\qquad \rho=\sum_i f(s_i).$$

Here $f$ is a neighbour's contribution to the density, $F$ the embedding function and $\phi$ the pair potential. Primes on $f$ and $\phi$ denote derivatives in the squared length. Write $\partial_{ab}$ for $\partial/\partial\eta_{ab}$, $C_{abcd}=\partial_{ab}\partial_{cd}W$, and

$$v_{ab}=2\sum_i f'(s_i)R_{ia}R_{ib}.$$

If $F$, $f$ and $\phi$ are twice continuously differentiable at the density and squared lengths present, then

$$C_{aabb}-C_{abab}=F''(\rho)\,(v_{aa}v_{bb}-v_{ab}^2).$$

This holds at every $\eta$, including $\eta=0$. For this homogeneously strained model, only the embedding curvature can break the Cauchy relation.

## Two derivatives by hand

Raising $\eta_{ab}$ by $t$ changes $s_i$ by $2tR_{ia}R_{ib}$, so $\partial_{ab}s_i=2R_{ia}R_{ib}$. The chain rule gives

$$\partial_{cd}W=F'(\rho)v_{cd}+\sum_i\phi'(s_i)R_{ic}R_{id}.$$

To differentiate again, use $\partial_{ab}\rho=v_{ab}$ and

$$\partial_{ab}v_{cd}=4\sum_i f''(s_i)R_{ia}R_{ib}R_{ic}R_{id}.$$

The result is $C_{abcd}=T_{abcd}+F''(\rho)v_{ab}v_{cd}$, where

$$T_{abcd}=\sum_i\bigl(4F'(\rho)f''(s_i)+2\phi''(s_i)\bigr)R_{ia}R_{ib}R_{ic}R_{id}.$$

The product of components does not depend on their order, so $T_{aabb}=T_{abab}$. Subtraction removes $T$ and leaves the formula.

## Fourfold symmetry and the sign

Suppose a quarter turn, $(R_a,R_b)\mapsto(-R_b,R_a)$, permutes the neighbours and keeps their strained lengths. Relabelling the sums gives $v_{aa}=v_{bb}$ and $v_{ab}=-v_{ab}=0$, so the discrepancy is $F''(\rho)v_{aa}^2$.

For a sign without symmetry, assume $f'(s_i)\le0$ at every neighbour and $F''(\rho)\ge0$. Physically, the density contribution does not grow with distance, and each further increment of density lowers the energy by no more than the last. With weights $w_i=-f'(s_i)\ge0$, Cauchy–Schwarz gives

$$\Bigl(\sum_i w_iR_{ia}R_{ib}\Bigr)^2\le\sum_i w_iR_{ia}^2\sum_i w_iR_{ib}^2.$$

Hence $v_{ab}^2\le v_{aa}v_{bb}$ and $C_{abab}\le C_{aabb}$.

The condition on $f'$ matters, as a purely mathematical example shows; its $f$ grows without bound at large distance, so it is not a physical atomic density. In two dimensions take neighbours $(1,0)$ and $(0,\sqrt2)$ at $\eta=0$, with $f(s)=s^2-3s+3$, $F(x)=x^2/2$ and $\phi=0$. Then $f'(1)=-1$ and $f'(2)=1$, so $v_{11}=-2$, $v_{22}=4$, $v_{12}=0$. Although $F''=1$, the difference $C_{1122}-C_{1212}$ is $-8$.

## Elastic constants in an embedded-atom code

Codes usually tabulate the density against distance $r$, as $\tilde f(r)=f(r^2)$. At $\eta=0$ this gives $v_{ab}=\sum_i\tilde f'(r_i)R_{ia}R_{ib}/r_i$. For a cubic crystal with one atom per primitive cell and atomic volume $\Omega$, the formula becomes $C_{12}-C_{44}=F''(\rho)v_{11}^2/\Omega$ in pressure units. It can test an elastic-constant routine or constrain $F''$ in a fit.

In a finite-difference test, setting $\eta_{12}=\eta_{21}=e$ makes the second derivative of $W$ in $e$ equal to $4C_{1212}$. The cell must realise the Lagrangian strain $\eta$; using the linear strain instead adds stress terms when the reference is not stress-free.

## The model in Lean

The type `ι` labels neighbours and `n` labels Cartesian directions; both are finite, and the dimension is arbitrary. `sqLen`, `shellSum` and `energy` are $s_i$, a neighbour sum and $W$. `gradSum f` is $v$, and `centralTensor` is $T$, with its four indices collected in a list `I`.

The matrix `η` has independent entries. Since $s_i$ sees only its symmetric part, varying one off-diagonal entry still yields the usual tensor component. `partialDeriv` differentiates along one matrix entry, and `stiffness` does so twice, giving constants per atom.

Smoothness is required only at the values present, so a potential singular at zero distance is admitted if no bond has zero length. The model has one density function and one pair potential, static atoms and no internal relaxation. Reading $W$ as the crystal's energy per atom also requires all atoms to stay equivalent under the strain.

```lean
import Mathlib

open Matrix Filter Topology

namespace EmbeddedAtomElasticity

noncomputable section

variable {ι n : Type*} [Fintype ι] [Fintype n] [DecidableEq n]

/-- Squared length `Rᵀ (1 + 2η) R` of the neighbour vector `R` under the Lagrangian strain `η`. -/
def sqLen (R : n → ℝ) (η : Matrix n n ℝ) : ℝ := R ⬝ᵥ ((1 + (2 : ℝ) • η) *ᵥ R)

/-- Sum over all neighbours of a function `g` of the squared bond length. -/
def shellSum (g : ℝ → ℝ) (R : ι → n → ℝ) (η : Matrix n n ℝ) : ℝ :=
  ∑ i, g (sqLen (R i) η)

/-- Embedded-atom energy of one atom: embedding function `F` of the host density
`∑ f`, plus half the sum of the pair potential `φ`. -/
def energy (F f φ : ℝ → ℝ) (R : ι → n → ℝ) (η : Matrix n n ℝ) : ℝ :=
  F (shellSum f R η) + 1 / 2 * shellSum φ R η

/-- The tensor `v_ab = 2 ∑ g'(s) R_a R_b` of a bond function `g`. -/
def gradSum (g : ℝ → ℝ) (R : ι → n → ℝ) (a b : n) (η : Matrix n n ℝ) : ℝ :=
  2 * ∑ i, deriv g (sqLen (R i) η) * (R i a * R i b)

/-- The fourth-rank tensor `4 ∑ g''(s) R_a R_b R_c R_d`, with its indices listed in `I`. -/
def quartic (g : ℝ → ℝ) (R : ι → n → ℝ) (η : Matrix n n ℝ) (I : Fin 4 → n) : ℝ :=
  4 * ∑ i, deriv (deriv g) (sqLen (R i) η) * ∏ k, R i (I k)

/-- The central tensor: the quartic tensor of `f` weighted by `F'(ρ)`, plus half the quartic tensor
of `φ`. -/
def centralTensor (F f φ : ℝ → ℝ) (R : ι → n → ℝ) (η : Matrix n n ℝ)
    (I : Fin 4 → n) : ℝ :=
  deriv F (shellSum f R η) * quartic f R η I + 1 / 2 * quartic φ R η I

/-- Partial derivative of `W` with respect to the strain entry `η_ab`. -/
def partialDeriv (W : Matrix n n ℝ → ℝ) (a b : n) (η : Matrix n n ℝ) : ℝ :=
  deriv (fun t : ℝ => W (η + t • Matrix.single a b 1)) 0

/-- Elastic constant `C_abcd`: the second derivative of `W` in `η_ab` and `η_cd`,
per atom. -/
def stiffness (W : Matrix n n ℝ → ℝ) (η : Matrix n n ℝ) (a b c d : n) : ℝ :=
  partialDeriv (partialDeriv W c d) a b η

variable {F f φ g : ℝ → ℝ} {R : ι → n → ℝ} {η : Matrix n n ℝ}

/-- Raising the strain entry `η_ab` by `t` raises the squared bond length by `2 t R_a R_b`. -/
theorem sqLen_add_single (r : n → ℝ) (η : Matrix n n ℝ) (a b : n) (t : ℝ) :
    sqLen r (η + t • Matrix.single a b 1) = sqLen r η + t * (2 * (r a * r b)) := by
  have h : r ⬝ᵥ (Matrix.single a b (1 : ℝ) *ᵥ r) = r a * r b := by
    simp only [dotProduct, Matrix.mulVec]
    rw [Finset.sum_eq_single a]
    · simp [Matrix.single_apply]
    · intro i _ hi
      simp [Ne.symm hi]
    · simp
  simp only [sqLen, Matrix.add_mulVec, Matrix.smul_mulVec, smul_add, dotProduct_add,
    dotProduct_smul, smul_eq_mul, h]
  ring

/-- The slope of a twice continuously differentiable function is differentiable. -/
theorem differentiableAt_deriv {x : ℝ} (h : ContDiffAt ℝ 2 g x) :
    DifferentiableAt ℝ (deriv g) x := by
  have h1 : ContDiffAt ℝ 1 (fderiv ℝ g) x := h.fderiv_right (by norm_num)
  have h2 : DifferentiableAt ℝ (fun y => fderiv ℝ g y 1) x :=
    (h1.differentiableAt (by norm_num)).clm_apply (differentiableAt_const _)
  exact h2

/-- Chain rule for one bond: a differentiable function `g` of the squared length changes with
`η_ab` at the rate `2 g'(s) R_a R_b`. -/
theorem hasDerivAt_bond {r : n → ℝ} (a b : n) (hg : DifferentiableAt ℝ g (sqLen r η)) :
    HasDerivAt (fun t : ℝ => g (sqLen r (η + t • Matrix.single a b 1)))
      (deriv g (sqLen r η) * (2 * (r a * r b))) 0 := by
  simp only [sqLen_add_single]
  have hl : HasDerivAt (fun t : ℝ => sqLen r η + t * (2 * (r a * r b)))
      (2 * (r a * r b)) 0 :=
    (((hasDerivAt_id' (0 : ℝ)).mul_const _).const_add _).congr_deriv (one_mul _)
  exact hg.hasDerivAt.comp_of_eq 0 hl (by simp)

/-- The sum over neighbours of a differentiable bond function `g` has the strain derivative
`2 ∑ g'(s) R_a R_b`. -/
theorem hasDerivAt_shellSum (a b : n) (hg : ∀ i, DifferentiableAt ℝ g (sqLen (R i) η)) :
    HasDerivAt (fun t : ℝ => shellSum g R (η + t • Matrix.single a b 1))
      (gradSum g R a b η) 0 := by
  have h := HasDerivAt.fun_sum (u := Finset.univ) fun i _ => hasDerivAt_bond a b (hg i)
  refine h.congr_deriv ?_
  rw [gradSum, Finset.mul_sum]
  exact Finset.sum_congr rfl fun i _ => by ring

/-- First strain derivative of the embedded-atom energy, for differentiable `F`, `f`, `φ`:
`F'(ρ)` times the tensor of `f`, plus half the tensor of `φ`. -/
theorem hasDerivAt_energy (a b : n) (hF : DifferentiableAt ℝ F (shellSum f R η))
    (hf : ∀ i, DifferentiableAt ℝ f (sqLen (R i) η))
    (hφ : ∀ i, DifferentiableAt ℝ φ (sqLen (R i) η)) :
    HasDerivAt (fun t : ℝ => energy F f φ R (η + t • Matrix.single a b 1))
      (deriv F (shellSum f R η) * gradSum f R a b η + 1 / 2 * gradSum φ R a b η) 0 :=
  (hF.hasDerivAt.comp_of_eq 0 (hasDerivAt_shellSum a b hf) (by simp)).fun_add
    ((hasDerivAt_shellSum a b hφ).const_mul (1 / 2))

/-- Second strain derivatives of the embedded-atom energy, for `F`, `f`, `φ` twice continuously
differentiable at the density and squared bond lengths present: the central tensor plus
`F''(ρ) v_ab v_cd`. -/
theorem hasDerivAt_partialDeriv_energy (a b c d : n)
    (hF : ContDiffAt ℝ 2 F (shellSum f R η))
    (hf : ∀ i, ContDiffAt ℝ 2 f (sqLen (R i) η))
    (hφ : ∀ i, ContDiffAt ℝ 2 φ (sqLen (R i) η)) :
    HasDerivAt
      (fun t : ℝ => partialDeriv (energy F f φ R) c d (η + t • Matrix.single a b 1))
      (centralTensor F f φ R η ![a, b, c, d] +
        deriv (deriv F) (shellSum f R η) * (gradSum f R a b η * gradSum f R c d η)) 0 := by
  -- a C² function is differentiable at all nearby points
  have near : ∀ (g : ℝ → ℝ) (x : ℝ), ContDiffAt ℝ 2 g x →
      ∀ᶠ y in 𝓝 x, DifferentiableAt ℝ g y := fun g x h =>
    (h.eventually (by simp)).mono fun y hy => hy.differentiableAt (by norm_num)
  have ev : ∀ g : ℝ → ℝ, (∀ i, ContDiffAt ℝ 2 g (sqLen (R i) η)) → ∀ᶠ t in 𝓝 (0 : ℝ),
      ∀ i, DifferentiableAt ℝ g (sqLen (R i) (η + t • Matrix.single a b 1)) := by
    intro g hg
    rw [Filter.eventually_all]
    intro i
    have hc : Tendsto (fun t : ℝ => sqLen (R i) (η + t • Matrix.single a b 1))
        (𝓝 0) (𝓝 (sqLen (R i) η)) := by
      simp only [sqLen_add_single]
      exact Continuous.tendsto' (by fun_prop) _ _ (by simp)
    exact hc.eventually (near g _ (hg i))
  have hρ := hasDerivAt_shellSum a b fun i => (hf i).differentiableAt (by norm_num)
  have hρc := hρ.continuousAt.tendsto
  simp only [zero_smul, add_zero] at hρc
  -- hence the first-derivative formula holds along a piece of the strain path
  have heq : (fun t : ℝ => partialDeriv (energy F f φ R) c d (η + t • Matrix.single a b 1))
      =ᶠ[𝓝 0] fun t : ℝ =>
        deriv F (shellSum f R (η + t • Matrix.single a b 1)) *
          gradSum f R c d (η + t • Matrix.single a b 1) +
        1 / 2 * gradSum φ R c d (η + t • Matrix.single a b 1) := by
    filter_upwards [ev f hf, ev φ hφ, hρc.eventually (near F _ hF)] with t h1 h2 h3
    exact (hasDerivAt_energy c d h3 h1 h2).deriv
  -- differentiating the tensor of a bond function gives its quartic tensor
  have hs : ∀ g : ℝ → ℝ, (∀ i, ContDiffAt ℝ 2 g (sqLen (R i) η)) →
      HasDerivAt (fun t : ℝ => gradSum g R c d (η + t • Matrix.single a b 1))
        (quartic g R η ![a, b, c, d]) 0 := by
    intro g hg
    have h := (HasDerivAt.fun_sum (u := Finset.univ) fun i _ =>
      (hasDerivAt_bond a b (differentiableAt_deriv (hg i))).mul_const
        (R i c * R i d)).const_mul 2
    refine h.congr_deriv ?_
    simp only [quartic, Finset.mul_sum, Fin.prod_univ_four]
    refine Finset.sum_congr rfl fun i _ => ?_
    change 2 * (deriv (deriv g) _ * (2 * (R i a * R i b)) * (R i c * R i d)) =
      4 * (deriv (deriv g) _ * (R i a * R i b * R i c * R i d))
    ring
  have hF' : HasDerivAt (fun t : ℝ => deriv F (shellSum f R (η + t • Matrix.single a b 1)))
      (deriv (deriv F) (shellSum f R η) * gradSum f R a b η) 0 :=
    (differentiableAt_deriv hF).hasDerivAt.comp_of_eq 0 hρ (by simp)
  refine HasDerivAt.congr_of_eventuallyEq ?_ heq
  refine ((hF'.fun_mul (hs f hf)).fun_add ((hs φ hφ).const_mul (1 / 2))).congr_deriv ?_
  simp only [zero_smul, add_zero, centralTensor]
  ring

/-- The central tensor is unchanged by every permutation of its four indices. -/
theorem centralTensor_symm (σ : Equiv.Perm (Fin 4)) (I : Fin 4 → n) :
    centralTensor F f φ R η (I ∘ σ) = centralTensor F f φ R η I := by
  have h : ∀ i, ∏ k, R i ((I ∘ σ) k) = ∏ k, R i (I k) := fun i =>
    Equiv.prod_comp σ fun k => R i (I k)
  simp only [centralTensor, quartic, h]

/-- Violation of the Cauchy relation in the embedded-atom method, for `F`, `f`, `φ` twice
continuously differentiable at the density and squared bond lengths present:
`C_aabb - C_abab = F''(ρ) (v_aa v_bb - v_ab²)`. -/
theorem cauchy_discrepancy (a b : n) (hF : ContDiffAt ℝ 2 F (shellSum f R η))
    (hf : ∀ i, ContDiffAt ℝ 2 f (sqLen (R i) η))
    (hφ : ∀ i, ContDiffAt ℝ 2 φ (sqLen (R i) η)) :
    stiffness (energy F f φ R) η a a b b - stiffness (energy F f φ R) η a b a b =
      deriv (deriv F) (shellSum f R η) *
        (gradSum f R a a η * gradSum f R b b η - gradSum f R a b η ^ 2) := by
  have h1 : stiffness (energy F f φ R) η a a b b = _ :=
    (hasDerivAt_partialDeriv_energy a a b b hF hf hφ).deriv
  have h2 : stiffness (energy F f φ R) η a b a b = _ :=
    (hasDerivAt_partialDeriv_energy a b a b hF hf hφ).deriv
  -- exchanging the two middle indices leaves the central part unchanged
  have hI : (![a, b, a, b] : Fin 4 → n) ∘ Equiv.swap 1 2 = ![a, a, b, b] := by
    ext k
    fin_cases k <;> rfl
  have h3 := centralTensor_symm (F := F) (f := f) (φ := φ) (R := R) (η := η)
    (Equiv.swap 1 2) ![a, b, a, b]
  rw [hI] at h3
  rw [h1, h2, h3]
  ring

/-- If a quarter turn in the `ab` plane permutes the neighbours and keeps their strained lengths,
then `C_aabb - C_abab = F''(ρ) v_aa²`, for `F`, `f`, `φ` twice continuously differentiable at the
density and squared bond lengths present. -/
theorem cauchy_discrepancy_fourfold (a b : n) (hF : ContDiffAt ℝ 2 F (shellSum f R η))
    (hf : ∀ i, ContDiffAt ℝ 2 f (sqLen (R i) η))
    (hφ : ∀ i, ContDiffAt ℝ 2 φ (sqLen (R i) η)) (σ : Equiv.Perm ι)
    (hs : ∀ i, sqLen (R (σ i)) η = sqLen (R i) η)
    (ha : ∀ i, R (σ i) a = -R i b) (hb : ∀ i, R (σ i) b = R i a) :
    stiffness (energy F f φ R) η a a b b - stiffness (energy F f φ R) η a b a b =
      deriv (deriv F) (shellSum f R η) * gradSum f R a a η ^ 2 := by
  have h1 := Equiv.sum_comp σ fun i => deriv f (sqLen (R i) η) * (R i a * R i a)
  have h2 := Equiv.sum_comp σ fun i => deriv f (sqLen (R i) η) * (R i a * R i b)
  simp only [hs, ha, neg_mul_neg] at h1
  simp only [hs, ha, hb, neg_mul, mul_neg, Finset.sum_neg_distrib] at h2
  have h3 : ∑ i, deriv f (sqLen (R i) η) * (R i b * R i a) =
      ∑ i, deriv f (sqLen (R i) η) * (R i a * R i b) :=
    Finset.sum_congr rfl fun i _ => by ring
  have hv : gradSum f R b b η = gradSum f R a a η := by rw [gradSum, gradSum, h1]
  have h0 : gradSum f R a b η = 0 := by
    rw [gradSum]
    linarith
  rw [cauchy_discrepancy a b hF hf hφ, hv, h0]
  ring

/-- If the density function does not increase with distance at any neighbour and `F''(ρ) ≥ 0`, then
`C_abab ≤ C_aabb`, for `F`, `f`, `φ` twice continuously differentiable at the density and squared
bond lengths present. -/
theorem stiffness_le_of_convex (a b : n) (hF : ContDiffAt ℝ 2 F (shellSum f R η))
    (hf : ∀ i, ContDiffAt ℝ 2 f (sqLen (R i) η))
    (hφ : ∀ i, ContDiffAt ℝ 2 φ (sqLen (R i) η))
    (hdecay : ∀ i, deriv f (sqLen (R i) η) ≤ 0)
    (hconv : 0 ≤ deriv (deriv F) (shellSum f R η)) :
    stiffness (energy F f φ R) η a b a b ≤ stiffness (energy F f φ R) η a a b b := by
  -- Cauchy-Schwarz with the nonnegative weights `-f'`
  have hcs := Finset.sum_sq_le_sum_mul_sum_of_sq_le_mul Finset.univ
    (r := fun i => -deriv f (sqLen (R i) η) * (R i a * R i b))
    (f := fun i => -deriv f (sqLen (R i) η) * (R i a * R i a))
    (g := fun i => -deriv f (sqLen (R i) η) * (R i b * R i b))
    (fun i _ => mul_nonneg (neg_nonneg.mpr (hdecay i)) (mul_self_nonneg _))
    (fun i _ => mul_nonneg (neg_nonneg.mpr (hdecay i)) (mul_self_nonneg _))
    (fun i _ => le_of_eq (by ring))
  simp only [neg_mul, Finset.sum_neg_distrib] at hcs
  have hv : 0 ≤ gradSum f R a a η * gradSum f R b b η - gradSum f R a b η ^ 2 := by
    simp only [gradSum]
    linarith
  have h := mul_nonneg hconv hv
  rw [← cauchy_discrepancy a b hF hf hφ] at h
  linarith

end

end EmbeddedAtomElasticity
```

```lean
#print axioms EmbeddedAtomElasticity.cauchy_discrepancy
#print axioms EmbeddedAtomElasticity.cauchy_discrepancy_fourfold
#print axioms EmbeddedAtomElasticity.stiffness_le_of_convex
```

```
'EmbeddedAtomElasticity.cauchy_discrepancy' depends on axioms: [propext, Classical.choice, Quot.sound]
'EmbeddedAtomElasticity.cauchy_discrepancy_fourfold' depends on axioms: [propext, Classical.choice, Quot.sound]
'EmbeddedAtomElasticity.stiffness_le_of_convex' depends on axioms: [propext, Classical.choice, Quot.sound]
```

## From one bond to the discrepancy

`sqLen_add_single` is the affine change of $s_i$. `hasDerivAt_bond`, `hasDerivAt_shellSum` and `hasDerivAt_energy` apply the chain rule to a bond, a neighbour sum and the energy. `differentiableAt_deriv` supplies the differentiability of the slope needed for the second derivative.

In `hasDerivAt_partialDeriv_energy`, the first-derivative formula must hold near $t=0$, not just at that point. The steps `near` and `ev` obtain this from the smoothness assumptions and continuity, and `heq` records the formula along a short piece of the strain path. Then `hs` differentiates $v_{cd}$, `hF'` differentiates $F'(\rho)$, and the product rule combines them. The conclusion is a `HasDerivAt` statement, so the value is a true derivative and not the default zero that `deriv` returns where none exists.

`centralTensor_symm` reorders the product of four components. `cauchy_discrepancy` uses it with `Equiv.swap 1 2`, which exchanges the two middle indices because positions count from zero, and then subtracts.

`cauchy_discrepancy_fourfold` relabels the neighbour sums with `Equiv.sum_comp`. `stiffness_le_of_convex` applies the weighted Cauchy–Schwarz inequality in `hcs` and multiplies the resulting nonnegative bracket by $F''(\rho)$.
